# Derivative of a continuous self-consistent state when the feedback has norm below one

## State, feedback and drive

Let E be a real Banach space that contains the possible states x of a system, and let t be a real external parameter. A map F from E × ℝ to E takes a state and a parameter value to a new state. A self-consistent branch is a function t ↦ x(t) with

x(t) = F(x(t), t).

Fix a parameter value t₀ and let L be the Fréchet derivative of F at the point (x(t₀), t₀). It acts on pairs (u, s), where u is a change of state and s a change of parameter. Two parts of it have names:

J u = L(u, 0), the feedback,

b = L(0, 1), the drive.

By linearity, L(u, s) = J u + s b. The norm ‖J‖ is the operator norm belonging to the norm of E, and J⁰ is the identity.

In a mean-field calculation, E can be the space of Hermitian matrices of a given size, x a density matrix in it, t the strength of an applied field, and F the step that builds the effective Hamiltonian from x and returns a new density matrix. Then b is the response to the field with the state-dependent part of the effective Hamiltonian held fixed, and J describes how a change of state acts back on itself through that part. The condition ‖J‖ < 1 means that one pass through the cycle shrinks every nonzero change of state at least by a common factor below one, to first order and in the chosen norm.

## What is proved

Suppose that x is continuous at t₀, that x(t) = F(x(t), t) for all t near t₀, that F is Fréchet differentiable at (x(t₀), t₀), and that ‖J‖ < 1. Then x is differentiable at t₀, and

x'(t₀) = Σₖ Jᵏ b, with k = 0, 1, 2, …,

‖x'(t₀)‖ ≤ ‖b‖ / (1 − ‖J‖).

Differentiability of the branch is a conclusion here; only continuity is assumed. For a self-consistent-field model with one real parameter, this justifies computing the first-order response by adding up successive orders of feedback, provided that the branch is continuous, F is differentiable at the self-consistent point and the feedback there has norm below one.

In the Lean theorem `self_consistent_response`, J is `feedback L` and b is `drive L`. The hypothesis `hfix` states self-consistency on a neighbourhood of t₀, which includes t₀ itself, and `hF` says that L is the derivative of F. Completeness of E is the assumption `[CompleteSpace E]`. The series is stated with `HasSum`, meaning convergence independent of the order of the terms. Lean's `deriv` is zero where a function has no derivative, so the separate claim `DifferentiableAt ℝ x t₀` carries real content.

The existence of the branch is assumed, and the case ‖J‖ ≥ 1 is not treated. Nor does the theorem address convergence of the nonlinear iteration x ↦ F(x, t) that might be used to find the state.

## The response equation and its series

Formally differentiating x(t) = F(x(t), t) suggests that the derivative y should satisfy

y = J y + b.

This equation has a solution. Since ‖Jᵏ b‖ ≤ ‖J‖ᵏ ‖b‖, the series Σₖ Jᵏ b is dominated by a convergent geometric series, so it converges in E. Call its sum y. Applying J term by term shifts the index:

J y = Σₖ Jᵏ⁺¹ b = y − b.

The norm of any solution is bounded by the triangle inequality:

‖y‖ ≤ ‖J‖ ‖y‖ + ‖b‖, hence ‖y‖ ≤ ‖b‖ / (1 − ‖J‖).

Any solution also has an exact remainder after n terms:

y − Σ_{k<n} Jᵏ b = Jⁿ y.

For n = 0 both sides are y. The step from n to n + 1 uses Jⁿ y = Jⁿ(J y + b) = Jⁿ⁺¹ y + Jⁿ b. Consequently the truncation error is at most ‖J‖ⁿ ‖b‖ / (1 − ‖J‖), which tends to zero. Every solution is therefore the sum of the series.

## From continuity to differentiability

It remains to show that y is the derivative of x. Write s = t − t₀ and δ = x(t) − x(t₀), and let

e = δ − s y

be the error of the linear prediction. The Taylor remainder of F is

r = F(x(t), t) − F(x(t₀), t₀) − J δ − s b.

Self-consistency at t and at t₀ turns the difference of F values into δ. Inserting b = y − J y gives

r = δ − J δ − s y + s J y = e − J e.

So the error obeys a response equation of its own, e = J e + r, driven by the remainder.

Let ε > 0, set q = (1 − ‖J‖)/2, and choose c > 0 with c ≤ q and c(‖y‖ + 1) ≤ ε q. Because x is continuous, (δ, s) tends to zero as t → t₀. Differentiability of F then gives, for t near t₀,

‖r‖ ≤ c(‖δ‖ + |s|) ≤ c‖e‖ + c(‖y‖ + 1)|s|,

where the second inequality uses ‖δ‖ ≤ ‖e‖ + |s| ‖y‖. Therefore

‖e‖ ≤ ‖J‖ ‖e‖ + q‖e‖ + ε q |s|.

Since 1 − ‖J‖ − q = q, this reads q‖e‖ ≤ ε q |s|, or ‖e‖ ≤ ε|s|. As ε was arbitrary, x'(t₀) = y.

## Iterating the response, and a case of equality

The response equation can also be solved by repeating z ↦ J z + b from an initial guess y₀. Each step sends the error z − y to J(z − y), so after n steps the error is at most ‖J‖ⁿ ‖y₀ − y‖.

The norm bound is attained in the scalar model F(x, t) = j x + b t with 0 ≤ j < 1. Its branch is x(t) = b t / (1 − j), the feedback has norm j, and

|x'(t₀)| = |b| / (1 − j).

## The complete Lean file

```lean
import Mathlib

open Filter Topology

namespace SelfConsistentResponse

noncomputable section

variable {E : Type*} [NormedAddCommGroup E] [NormedSpace ℝ E]

/-- The feedback `J` of a continuous linear map `L`, given by `J u = L (u, 0)`. When `L` is the
derivative of the self-consistency map, `J` is its derivative with respect to the state, at fixed
external parameter. -/
def feedback (L : E × ℝ →L[ℝ] E) : E →L[ℝ] E :=
  L.comp (ContinuousLinearMap.inl ℝ E ℝ)

/-- The drive `b = L (0, 1)` of a continuous linear map `L`. When `L` is the derivative of the
self-consistency map, `b` is its derivative with respect to the external parameter, at fixed state.
-/
def drive (L : E × ℝ →L[ℝ] E) : E := L (0, 1)

/-- One step of the response iteration: the current guess is fed back and the drive is added. -/
def responseStep (J : E →L[ℝ] E) (b y : E) : E := J y + b

/-- The value of `L` at `(u, s)` is the feedback of `L` applied to `u` plus `s` times the drive of
`L`. -/
theorem total_derivative_split (L : E × ℝ →L[ℝ] E) (u : E) (s : ℝ) :
    L (u, s) = feedback L u + s • drive L := by
  have h : ((u, s) : E × ℝ) = (u, 0) + s • ((0, 1) : E × ℝ) := by simp
  rw [h, map_add, map_smul]
  rfl

/-- Feeding a vector back `n` times scales its norm by at most `‖J‖ ^ n`. -/
theorem norm_feedback_pow_le (J : E →L[ℝ] E) (v : E) (n : ℕ) :
    ‖(J ^ n) v‖ ≤ ‖J‖ ^ n * ‖v‖ := by
  induction n with
  | zero => simp
  | succ n ih =>
    have h : (J ^ (n + 1)) v = J ((J ^ n) v) := by
      rw [pow_succ']
      rfl
    calc ‖(J ^ (n + 1)) v‖ = ‖J ((J ^ n) v)‖ := by rw [h]
      _ ≤ ‖J‖ * ‖(J ^ n) v‖ := J.le_opNorm _
      _ ≤ ‖J‖ * (‖J‖ ^ n * ‖v‖) := mul_le_mul_of_nonneg_left ih (norm_nonneg _)
      _ = ‖J‖ ^ (n + 1) * ‖v‖ := by ring

/-- A solution of the response equation differs from the sum of the first `n` orders of
feedback by exactly `J ^ n` applied to the solution. -/
theorem response_remainder {J : E →L[ℝ] E} {b y : E} (hy : y = J y + b) (n : ℕ) :
    y - ∑ k ∈ Finset.range n, (J ^ k) b = (J ^ n) y := by
  induction n with
  | zero => simp
  | succ n ih =>
    have h1 : (J ^ n) y = (J ^ n) (J y) + (J ^ n) b := by
      rw [← map_add, ← hy]
    have h2 : (J ^ (n + 1)) y = (J ^ n) (J y) := by
      rw [pow_succ]
      rfl
    rw [Finset.sum_range_succ, h2, ← sub_sub, ih, sub_eq_iff_eq_add]
    exact h1

/-- For feedback of norm below one, a solution of the response equation has norm at most
`‖b‖ / (1 - ‖J‖)`. -/
theorem response_norm_le {J : E →L[ℝ] E} {b y : E} (hJ : ‖J‖ < 1) (hy : y = J y + b) :
    ‖y‖ ≤ ‖b‖ / (1 - ‖J‖) := by
  have h1 : ‖y‖ ≤ ‖J y‖ + ‖b‖ := by
    calc ‖y‖ = ‖J y + b‖ := congrArg norm hy
      _ ≤ ‖J y‖ + ‖b‖ := norm_add_le _ _
  have h2 := J.le_opNorm y
  rw [le_div_iff₀ (by linarith)]
  nlinarith

/-- For feedback of norm below one, the sum of the first `n` orders of feedback differs from a
solution of the response equation by at most `‖J‖ ^ n * (‖b‖ / (1 - ‖J‖))` in norm. -/
theorem truncation_error {J : E →L[ℝ] E} {b y : E} (hJ : ‖J‖ < 1) (hy : y = J y + b) (n : ℕ) :
    ‖y - ∑ k ∈ Finset.range n, (J ^ k) b‖ ≤ ‖J‖ ^ n * (‖b‖ / (1 - ‖J‖)) := by
  rw [response_remainder hy]
  exact (norm_feedback_pow_le J y n).trans
    (mul_le_mul_of_nonneg_left (response_norm_le hJ hy) (pow_nonneg (norm_nonneg _) n))

/-- After `n` steps of the response iteration from any initial guess, the distance to a solution
of the response equation is at most `‖J‖ ^ n` times the initial distance. -/
theorem iteration_error {J : E →L[ℝ] E} {b y : E} (hy : y = J y + b) (y₀ : E) (n : ℕ) :
    ‖(responseStep J b)^[n] y₀ - y‖ ≤ ‖J‖ ^ n * ‖y₀ - y‖ := by
  induction n with
  | zero => simp
  | succ n ih =>
    rw [Function.iterate_succ_apply']
    have h : ∀ z, responseStep J b z - y = J (z - y) := by
      intro z
      have hb : b = y - J y := eq_sub_of_add_eq (by rw [add_comm]; exact hy.symm)
      calc responseStep J b z - y = J z + b - y := rfl
        _ = J z + (y - J y) - y := by rw [← hb]
        _ = J (z - y) := by rw [map_sub]; abel
    rw [h]
    calc _ ≤ ‖J‖ * ‖(responseStep J b)^[n] y₀ - y‖ := J.le_opNorm _
      _ ≤ ‖J‖ * (‖J‖ ^ n * ‖y₀ - y‖) := mul_le_mul_of_nonneg_left ih (norm_nonneg _)
      _ = ‖J‖ ^ (n + 1) * ‖y₀ - y‖ := by ring

/-- Let `x` be continuous at `t₀` and self-consistent near `t₀`, and let `F` have derivative `L` at
`(x t₀, t₀)` with feedback of norm below one. Then any given solution of the response equation is
the derivative of `x` at `t₀`. -/
theorem hasDerivAt_of_response {F : E × ℝ → E} {L : E × ℝ →L[ℝ] E} {x : ℝ → E} {t₀ : ℝ} {y : E}
    (hx : ContinuousAt x t₀) (hfix : ∀ᶠ t in 𝓝 t₀, x t = F (x t, t))
    (hF : HasFDerivAt F L (x t₀, t₀)) (hJ : ‖feedback L‖ < 1)
    (hy : y = feedback L y + drive L) : HasDerivAt x y t₀ := by
  rw [hasDerivAt_iff_isLittleO, Asymptotics.isLittleO_iff]
  intro ε hε
  have hq : 0 < (1 - ‖feedback L‖) / 2 := by linarith
  have hM : 0 < ‖y‖ + 1 := by positivity
  obtain ⟨c, hc0, hc1, hc2⟩ : ∃ c : ℝ, 0 < c ∧ c ≤ (1 - ‖feedback L‖) / 2 ∧
      c * (‖y‖ + 1) ≤ ε * ((1 - ‖feedback L‖) / 2) :=
    ⟨min ((1 - ‖feedback L‖) / 2) (ε * ((1 - ‖feedback L‖) / 2) / (‖y‖ + 1)),
      lt_min hq (div_pos (mul_pos hε hq) hM), min_le_left _ _,
      (le_div_iff₀ hM).mp (min_le_right _ _)⟩
  have hδ : Tendsto (fun t => ((x t - x t₀, t - t₀) : E × ℝ)) (𝓝 t₀) (𝓝 0) := by
    have h : ContinuousAt (fun t => ((x t - x t₀, t - t₀) : E × ℝ)) t₀ :=
      ContinuousAt.prodMk (hx.sub continuousAt_const) (by fun_prop)
    have h2 := h.tendsto
    simp only [sub_self] at h2
    exact h2
  have hr := hasFDerivAt_iff_isLittleO_nhds_zero.mp hF
  filter_upwards [hfix, hδ.eventually (Asymptotics.isLittleO_iff.mp hr hc0)] with t ht hrt
  have hp : ((x t₀, t₀) : E × ℝ) + (x t - x t₀, t - t₀) = (x t, t) := by simp
  simp only [hp] at hrt
  rw [← ht, ← hfix.self_of_nhds, total_derivative_split] at hrt
  -- the error of the linear prediction obeys a response equation driven by the remainder
  have hb : drive L = y - feedback L y :=
    eq_sub_of_add_eq (by rw [add_comm]; exact hy.symm)
  have he : x t - x t₀ - (t - t₀) • y = feedback L (x t - x t₀ - (t - t₀) • y) +
      (x t - x t₀ - (feedback L (x t - x t₀) + (t - t₀) • drive L)) := by
    rw [hb]
    simp only [map_sub, map_smul]
    module
  have hδx : ‖x t - x t₀‖ ≤ ‖x t - x t₀ - (t - t₀) • y‖ + ‖t - t₀‖ * ‖y‖ := by
    have h := norm_add_le (x t - x t₀ - (t - t₀) • y) ((t - t₀) • y)
    rwa [sub_add_cancel, norm_smul] at h
  have hpair : ‖((x t - x t₀, t - t₀) : E × ℝ)‖ ≤ ‖x t - x t₀‖ + ‖t - t₀‖ := by
    rw [Prod.norm_def]
    exact max_le (le_add_of_nonneg_right (norm_nonneg _)) (le_add_of_nonneg_left (norm_nonneg _))
  have hn := (congrArg norm he).le.trans (norm_add_le _ _)
  have hop := (feedback L).le_opNorm (x t - x t₀ - (t - t₀) • y)
  have h3 := mul_le_mul_of_nonneg_left (hpair.trans (add_le_add hδx le_rfl)) hc0.le
  -- feedback below one lets the error be absorbed on the left
  have h4 := mul_le_mul_of_nonneg_right hc1 (norm_nonneg (x t - x t₀ - (t - t₀) • y))
  have h5 := mul_le_mul_of_nonneg_right hc2 (norm_nonneg (t - t₀))
  refine le_of_mul_le_mul_left ?_ hq
  nlinarith

/-- For feedback of norm below one in a Banach space, the response equation has a solution. -/
theorem exists_response [CompleteSpace E] {J : E →L[ℝ] E} (hJ : ‖J‖ < 1) (b : E) :
    ∃ y, y = J y + b := by
  have hs : Summable (fun k : ℕ => (J ^ k) b) :=
    Summable.of_norm_bounded (g := fun k : ℕ => ‖J‖ ^ k * ‖b‖)
      ((summable_geometric_of_lt_one (norm_nonneg _) hJ).mul_right _)
      (fun k => norm_feedback_pow_le J b k)
  have h0 : (J ^ 0) b = b := by simp
  have h2 : J (∑' k : ℕ, (J ^ k) b) = ∑' k : ℕ, (J ^ (k + 1)) b := by
    rw [J.map_tsum hs]
    exact tsum_congr (fun k => by rw [pow_succ']; rfl)
  refine ⟨∑' k : ℕ, (J ^ k) b, ?_⟩
  calc ∑' k : ℕ, (J ^ k) b = (J ^ 0) b + ∑' k : ℕ, (J ^ (k + 1)) b := hs.tsum_eq_zero_add
    _ = J (∑' k : ℕ, (J ^ k) b) + b := by rw [h0, h2, add_comm]

/-- Self-consistent response: let `x` be continuous at `t₀` with `x t = F (x t, t)` near `t₀`, and
let `F` be differentiable at `(x t₀, t₀)` with feedback `J` of norm below one and drive `b`. Then
`x` is differentiable at `t₀`, its derivative there is the sum of all `J ^ k b`, and the norm of
that derivative is at most `‖b‖ / (1 - ‖J‖)`. -/
theorem self_consistent_response [CompleteSpace E] {F : E × ℝ → E} {L : E × ℝ →L[ℝ] E}
    {x : ℝ → E} {t₀ : ℝ} (hx : ContinuousAt x t₀) (hfix : ∀ᶠ t in 𝓝 t₀, x t = F (x t, t))
    (hF : HasFDerivAt F L (x t₀, t₀)) (hJ : ‖feedback L‖ < 1) :
    DifferentiableAt ℝ x t₀ ∧
      HasSum (fun k : ℕ => (feedback L ^ k) (drive L)) (deriv x t₀) ∧
      ‖deriv x t₀‖ ≤ ‖drive L‖ / (1 - ‖feedback L‖) := by
  obtain ⟨y, hy⟩ := exists_response hJ (drive L)
  have hd := hasDerivAt_of_response hx hfix hF hJ hy
  rw [hd.deriv]
  refine ⟨hd.differentiableAt, ?_, response_norm_le hJ hy⟩
  have hg := summable_geometric_of_lt_one (norm_nonneg (feedback L)) hJ
  have hs : Summable (fun k : ℕ => ‖(feedback L ^ k) (drive L)‖) :=
    Summable.of_nonneg_of_le (fun _ => norm_nonneg _)
      (fun k => norm_feedback_pow_le (feedback L) (drive L) k) (hg.mul_right _)
  rw [hasSum_iff_tendsto_nat_of_summable_norm hs, tendsto_iff_norm_sub_tendsto_zero]
  -- the truncation error vanishes geometrically
  have hz : Tendsto (fun n : ℕ => ‖feedback L‖ ^ n * (‖drive L‖ / (1 - ‖feedback L‖)))
      atTop (𝓝 0) := by
    simpa only [zero_mul] using
      (tendsto_pow_atTop_nhds_zero_of_lt_one (norm_nonneg (feedback L)) hJ).mul_const
        (‖drive L‖ / (1 - ‖feedback L‖))
  refine squeeze_zero (fun _ => norm_nonneg _) (fun n => ?_) hz
  rw [norm_sub_rev]
  exact truncation_error hJ hy n

/-- The scalar linear model `F (x, t) = j x + b t`. -/
def linearModel (j b : ℝ) : ℝ × ℝ →L[ℝ] ℝ :=
  j • ContinuousLinearMap.fst ℝ ℝ ℝ + b • ContinuousLinearMap.snd ℝ ℝ ℝ

/-- In the scalar linear model with `0 ≤ j < 1`, the branch `x t = b / (1 - j) * t` is
self-consistent, the feedback has norm `j`, and the bound on the response is an equality. -/
theorem response_bound_sharp {j : ℝ} (hj0 : 0 ≤ j) (hj1 : j < 1) (b t₀ : ℝ) :
    (∀ t, b / (1 - j) * t = linearModel j b (b / (1 - j) * t, t)) ∧
      ‖feedback (linearModel j b)‖ = j ∧
      ‖deriv (fun t : ℝ => b / (1 - j) * t) t₀‖ =
        ‖drive (linearModel j b)‖ / (1 - ‖feedback (linearModel j b)‖) := by
  have hpos : 0 < 1 - j := by linarith
  have hne : 1 - j ≠ 0 := hpos.ne'
  have hf : feedback (linearModel j b) = j • ContinuousLinearMap.id ℝ ℝ := by
    ext
    simp [feedback, linearModel]
  have hn : ‖feedback (linearModel j b)‖ = j := by
    rw [hf, norm_smul, ContinuousLinearMap.norm_id, mul_one, Real.norm_of_nonneg hj0]
  have hb : drive (linearModel j b) = b := by simp [drive, linearModel]
  refine ⟨fun t => ?_, hn, ?_⟩
  · have h : linearModel j b (b / (1 - j) * t, t) = j * (b / (1 - j) * t) + b * t := by
      simp [linearModel]
    have hc : b / (1 - j) * (1 - j) = b := div_mul_cancel₀ b hne
    rw [h]
    linear_combination t * hc
  · rw [((hasDerivAt_id' t₀).const_mul (b / (1 - j))).deriv, mul_one, hn, hb, norm_div,
      Real.norm_of_nonneg hpos.le]

end

end SelfConsistentResponse
```

```lean
#print axioms SelfConsistentResponse.iteration_error
-- 'SelfConsistentResponse.iteration_error' depends on axioms: [propext, Classical.choice, Quot.sound]
#print axioms SelfConsistentResponse.self_consistent_response
-- 'SelfConsistentResponse.self_consistent_response' depends on axioms: [propext, Classical.choice, Quot.sound]
#print axioms SelfConsistentResponse.response_bound_sharp
-- 'SelfConsistentResponse.response_bound_sharp' depends on axioms: [propext, Classical.choice, Quot.sound]
```

## How the lemmas follow the estimates

`total_derivative_split` is the identity L(u, s) = J u + s b. `norm_feedback_pow_le` proves the bound on Jⁿ v by induction, and `response_remainder` does the same for the exact remainder. `response_norm_le` supplies the norm bound; combining these last three results gives `truncation_error`. None of these lemmas needs completeness.

The central argument is `hasDerivAt_of_response`, which takes any solution y of the response equation. Rewriting with `Asymptotics.isLittleO_iff` turns differentiability into the ε estimate above, and the constant c is built as a minimum of two positive numbers. The fact `hδ` says that (δ, s) tends to zero; it is where continuity enters. Inside `filter_upwards`, self-consistency at t and t₀ replaces the values of F by states. The equation e = J e + r is `he`, checked by `module` after b has been replaced by y − J y. Lean's norm on a product is the larger of the two component norms, and `hpair` bounds it by their sum. Finally, `le_of_mul_le_mul_left` reduces the goal to the inequality multiplied by q, which `nlinarith` obtains from the collected estimates.

`exists_response` uses completeness to sum the series, then `J.map_tsum` to apply J term by term and `hs.tsum_eq_zero_add` to split off the term with k = 0.

The main theorem takes y from `exists_response` and obtains the derivative from `hasDerivAt_of_response`. At that point y is known only as a solution of the response equation, so the series must still be identified with it. The norms of the terms are summable, which reduces `HasSum` to convergence of the partial sums; `squeeze_zero` with `truncation_error` provides that convergence.

`iteration_error` is an induction whose step is the identity `h`, the statement that one iteration applies J to the error. `response_bound_sharp` computes the feedback, drive and derivative of the scalar model explicitly and compares the two sides of the bound.
